# Three photon-energy triples, each with one photon at zero and the other two at half the positive total, form a non-degenerate triangle

Let three photons have total energy `W` > 0, and consider the three energy triples in which one photon has energy zero and the other two have `W / 2` each. The failing theorem says that these triples, as points of ℝ³, are affinely independent, which for three points means that they do not lie on one line. Only the energies enter the statement; it contains no momenta and no decay rates. The attempt takes weights that sum to zero and whose weighted combination of the triples vanishes, and reads off component `i` of that combination. This gives −`w i` · `W / 2` = 0, and so `w i` = 0 because `W` is positive.

This version doesn't compile in Lean 4 with Mathlib:

```lean
import Mathlib

open Finset

namespace SoftVertexAffineIndependent

noncomputable section

/-- The energy triple in which photon `i` has energy zero and the other two have `W / 2` each. -/
def softVertex (W : ℝ) (i : Fin 3) : Fin 3 → ℝ :=
  fun j => if j = i then 0 else W / 2

/-- In a weighted sum of the three corner triples, the energy of photon `j` is `W / 2` times
the total weight of the other two corners. -/
theorem sum_softVertex (W : ℝ) (w : Fin 3 → ℝ) (j : Fin 3) :
    (∑ k, w k • softVertex W k) j = (∑ k, w k - w j) * (W / 2) := by
  fin_cases j <;> simp [Fin.sum_univ_three, softVertex] <;> ring

/-- For positive total energy the three corner triples are affinely independent. -/
theorem softVertex_affineIndependent {W : ℝ} (hW : 0 < W) :
    AffineIndependent ℝ (softVertex W) := by
  rw [affineIndependent_iff_of_fintype]
  intro w hw h i
  rw [Finset.weightedVSub_eq_linear_combination hw] at h
  have hi := congrFun h i
  rw [sum_softVertex, hw, Pi.zero_apply] at hi
  rcases mul_eq_zero.1 hi with h' | h' <;> linarith

end

end SoftVertexAffineIndependent
```

The compiler's answer:

```
Main.lean:24:48: error: Application type mismatch: The argument
  hw
has type
  ∑ i, w i = 0
of sort `Prop` but is expected to have type
  Finset ?m.37
of sort `Type ?u.15` in the application
  @weightedVSub_eq_linear_combination ?m.32 ?m.33 ?m.34 ?m.35 ?m.36 ?m.37 hw
Main.lean:21:42: error: unsolved goals
W : ℝ
hW : 0 < W
w : Fin 3 → ℝ
hw : ∑ i, w i = 0
h : (univ.weightedVSub (softVertex W)) w = 0
i : Fin 3
⊢ w i = 0
```

The change, after which it compiles:

```diff
@@ -22,6 +22,9 @@
   rw [affineIndependent_iff_of_fintype]
   intro w hw h i
-  rw [Finset.weightedVSub_eq_linear_combination hw] at h
-  have hi := congrFun h i
+  have hsum : ∑ k, w k • softVertex W k = 0 := by
+    rw [Finset.weightedVSub_eq_linear_combination] at h
+    · exact h
+    · exact hw
+  have hi := congrFun hsum i
   rw [sum_softVertex, hw, Pi.zero_apply] at hi
   rcases mul_eq_zero.1 hi with h' | h' <;> linarith
```

The first message concerns the arguments of `Finset.weightedVSub_eq_linear_combination`. Its first explicit argument is a `Finset`, the index set of the sum, but the attempt puts `hw` there, the proof that the weights sum to zero. Lean therefore rejects the term before any rewriting takes place. The second message follows from the first: the proof stopped at that line, with `h` still in its `weightedVSub` form and `w i = 0` unproved.

The repair gives the lemma no arguments. `rw` then finds the index set by matching against `h`, and leaves the condition on the weights as a separate goal, which `exact hw` closes. The rewritten `h` is the vanishing linear combination, and `exact h` closes the main goal with it.

Stating that equation separately as `hsum` is a matter of layout, and `congrFun` now takes `hsum` in place of `h` to match. The remaining steps are unchanged.
